# Reciprocal linkage in a finite two-ligand binding model

A binding model can be written in terms of the activity $b$ of a ligand, while the response to that ligand is conveniently expressed as a derivative with respect to $\ln b$. Here the activity is written as $b=e^y$, the average is treated as a function of the real variable $y$, and the derivative is taken at $y=\ln b$ with the other activity $a$ held fixed. The derivative with respect to $\ln a$ is treated in the same way.

The host has a finite nonempty set of binding states $s$. State $s$ holds $n_s$ ligands of the first kind, at activity $a$, and $m_s$ of the second, at activity $b$. With positive activities and positive coefficients $c_s$ that do not depend on them, the result is

$$\frac{\partial\langle n\rangle}{\partial\ln b}=\mathrm{Cov}(n,m)=\frac{\partial\langle m\rangle}{\partial\ln a}.$$

In Lean the states form a finite type `ι`.

```lean
import Mathlib

open Finset

namespace LinkedBinding

noncomputable section

variable {ι : Type*} [Fintype ι]
```

## Weights, averages and covariance

Each bound ligand contributes one factor of its activity, so the statistical weight of a state is

$$w_s=c_s\,a^{n_s}b^{m_s}.$$

```lean
/-- Statistical weight of state `s`, holding `n s` ligands of activity `a` and `m s` ligands
of activity `b`. -/
def weight (c : ι → ℝ) (n m : ι → ℕ) (a b : ℝ) (s : ι) : ℝ :=
  c s * a ^ n s * b ^ m s
```

The coefficient $c_s$ collects what remains at fixed temperature: the degeneracy of the state and the Boltzmann factor of its free energy at unit activities. Keeping it constant means that neither ligand alters the medium in a way that shifts these free energies, for instance through the ionic strength. The activities are dimensionless and can be varied independently, as for two reservoirs of free ligand. Derivatives at fixed total ligand concentration are a different matter and are not treated.

The sum of the weights is the binding partition function $Z=\sum_s w_s$.

```lean
/-- The binding partition function: the sum of the weights of all states. -/
def partition (c : ι → ℝ) (n m : ι → ℕ) (a b : ℝ) : ℝ :=
  ∑ s, weight c n m a b s
```

An observable is any real function $f_s$ of the state, and its equilibrium average is

$$\langle f\rangle=\frac{1}{Z}\sum_s f_s w_s.$$

```lean
/-- Equilibrium average of an observable `f` over the binding states. -/
def avg (c : ι → ℝ) (n m : ι → ℕ) (a b : ℝ) (f : ι → ℝ) : ℝ :=
  (∑ s, f s * weight c n m a b s) / partition c n m a b
```

The covariance is the average product of the deviations from the means,

$$\mathrm{Cov}(f,g)=\big\langle (f-\langle f\rangle)(g-\langle g\rangle)\big\rangle.$$

```lean
/-- Equilibrium covariance: the average product of the deviations of `f` and `g` from their
means. -/
def cov (c : ι → ℝ) (n m : ι → ℕ) (a b : ℝ) (f g : ι → ℝ) : ℝ :=
  avg c n m a b (fun s => (f s - avg c n m a b f) * (g s - avg c n m a b g))
```

The occupations are natural numbers in the exponents. When they are averaged they appear as real-valued observables, which is the purpose of expressions such as `(n s : ℝ)`.

## The partition function is positive

Each $w_s$ is a product of positive numbers, and there is at least one state, so $Z>0$ and division by $Z$ is legitimate.

```lean
/-- With at least one state, positive coefficients and positive activities, the binding partition
function is positive. -/
theorem partition_pos [Nonempty ι] {c : ι → ℝ} (n m : ι → ℕ) {a b : ℝ}
    (hc : ∀ s, 0 < c s) (ha : 0 < a) (hb : 0 < b) : 0 < partition c n m a b :=
  Finset.sum_pos (fun s _ => mul_pos (mul_pos (hc s) (pow_pos ha _)) (pow_pos hb _))
    Finset.univ_nonempty
```

The hypothesis `[Nonempty ι]` supplies the state that keeps the sum from being empty.

## The covariance as a difference of averages

Write $F=\langle f\rangle$ and $G=\langle g\rangle$. Expanding the product and using $\langle 1\rangle=1$ gives

$$\langle(f-F)(g-G)\rangle=\langle fg\rangle-G\langle f\rangle-F\langle g\rangle+FG=\langle fg\rangle-\langle f\rangle\langle g\rangle.$$

```lean
/-- The covariance is the mean of the product minus the product of the means. -/
theorem cov_eq {c : ι → ℝ} {n m : ι → ℕ} {a b : ℝ} (hZ : partition c n m a b ≠ 0)
    (f g : ι → ℝ) :
    cov c n m a b f g =
      avg c n m a b (fun s => f s * g s) - avg c n m a b f * avg c n m a b g := by
  -- expand the product of deviations under the sum
  have h : ∀ F G : ℝ, ∑ s, (f s - F) * (g s - G) * weight c n m a b s =
      ∑ s, f s * g s * weight c n m a b s - G * ∑ s, f s * weight c n m a b s
        - F * ∑ s, g s * weight c n m a b s + F * G * partition c n m a b := by
    intro F G
    unfold partition
    rw [Finset.mul_sum, Finset.mul_sum, Finset.mul_sum, ← Finset.sum_sub_distrib,
      ← Finset.sum_sub_distrib, ← Finset.sum_add_distrib]
    exact Finset.sum_congr rfl (fun s _ => by ring)
  have key : ∀ A B C Z : ℝ, Z ≠ 0 →
      (A - C / Z * B - B / Z * C + B / Z * (C / Z) * Z) / Z = A / Z - B / Z * (C / Z) := by
    intro A B C Z hZ
    field_simp
    ring
  change (∑ s, (f s - avg c n m a b f) * (g s - avg c n m a b g) * weight c n m a b s)
    / partition c n m a b = _
  rw [h]
  exact key _ _ _ _ hZ
```

The proof works with unnormalised sums. Its statement `h` expands the numerator for arbitrary constants $F$ and $G$, and `key` does the division by $Z$, using $Z\neq0$ to cancel common factors.

## Exchanging the ligands

Since $c_s a^{n_s}b^{m_s}=c_s b^{m_s}a^{n_s}$, listing the second ligand first changes neither the weights nor any average.

```lean
/-- Averages do not depend on which of the two ligands is listed first. -/
theorem avg_swap (c : ι → ℝ) (n m : ι → ℕ) (a b : ℝ) :
    avg c n m a b = avg c m n b a := by
  have h : weight c n m a b = weight c m n b a := by
    funext s
    unfold weight
    ring
  funext f
  unfold avg partition
  rw [h]
```

The equation is between functions: `avg c n m a b` and `avg c m n b a` agree on every observable.

## Differentiating an average

With $b=e^y$ the weight is $w_s(y)=c_s a^{n_s}e^{m_s y}$, and therefore

$$\frac{dw_s}{dy}=m_s w_s.$$

Let $N=\sum_s f_s w_s$, where $f$ does not depend on $y$. Then

$$\frac{dN}{dy}=\sum_s f_s m_s w_s=Z\langle fm\rangle,\qquad \frac{dZ}{dy}=\sum_s m_s w_s=Z\langle m\rangle.$$

The quotient rule gives

$$\frac{d\langle f\rangle}{dy}=\frac{N'Z-NZ'}{Z^2}=\langle fm\rangle-\langle f\rangle\langle m\rangle=\mathrm{Cov}(f,m).$$

```lean
/-- The derivative of the mean of any observable `f` with respect to `y = ln b` is the
covariance of `f` with the number `m` of bound ligands of activity `b`. -/
theorem hasDerivAt_avg [Nonempty ι] {c : ι → ℝ} (n m : ι → ℕ) {a : ℝ}
    (hc : ∀ s, 0 < c s) (ha : 0 < a) (f : ι → ℝ) (y : ℝ) :
    HasDerivAt (fun y => avg c n m a (Real.exp y) f)
      (cov c n m a (Real.exp y) f (fun s => (m s : ℝ))) y := by
  have hZ := (partition_pos n m hc ha (Real.exp_pos y)).ne'
  -- differentiating a weight multiplies it by the occupation number
  have hw : ∀ s, HasDerivAt (fun y => weight c n m a (Real.exp y) s)
      ((m s : ℝ) * weight c n m a (Real.exp y) s) y := by
    intro s
    have h1 : HasDerivAt (fun y : ℝ => Real.exp ((m s : ℝ) * y))
        (Real.exp ((m s : ℝ) * y) * ((m s : ℝ) * 1)) y :=
      ((hasDerivAt_id' y).const_mul (m s : ℝ)).exp
    simp only [Real.exp_nat_mul] at h1
    exact (h1.const_mul (c s * a ^ n s)).congr_deriv (by unfold weight; ring)
  have hN : HasDerivAt (fun y => ∑ s, f s * weight c n m a (Real.exp y) s)
      (∑ s, f s * (m s : ℝ) * weight c n m a (Real.exp y) s) y :=
    HasDerivAt.fun_sum (fun s _ => ((hw s).const_mul (f s)).congr_deriv (by ring))
  have hP : HasDerivAt (fun y => partition c n m a (Real.exp y))
      (∑ s, (m s : ℝ) * weight c n m a (Real.exp y) s) y :=
    HasDerivAt.fun_sum (fun s _ => hw s)
  have key : ∀ A B C Z : ℝ, Z ≠ 0 →
      (A * Z - B * C) / Z ^ 2 = A / Z - B / Z * (C / Z) := by
    intro A B C Z hZ
    field_simp
  -- the quotient rule produces the covariance
  refine (hN.fun_div hP hZ).congr_deriv ?_
  rw [cov_eq hZ]
  exact key _ _ _ _ hZ
```

`HasDerivAt g g' y` says that `g` is differentiable at `y` with derivative `g'`. In the proof, `hw` differentiates one weight, using `Real.exp_nat_mul` to pass between $e^{m_s y}$ and $(e^y)^{m_s}$. The statements `hN` and `hP` sum this over the states for the numerator and for $Z$. The last lines apply the quotient rule and recognise the covariance through `cov_eq`.

Taking $f=m$ gives a neighbouring result, the slope of a ligand's own binding curve:

$$\frac{\partial\langle m\rangle}{\partial\ln b}=\mathrm{Cov}(m,m)=\mathrm{Var}(m)\ge0.$$

Raising the activity of a ligand at fixed activity of the other thus never lowers its mean occupation in this model.

## Reciprocity

For the first derivative, set $f=n$ and $y=\ln b$:

$$\frac{\partial\langle n\rangle}{\partial\ln b}=\mathrm{Cov}(n,m).$$

For the second, exchange the ligands and set $f=m$. The same formula gives

$$\frac{\partial\langle m\rangle}{\partial\ln a}=\mathrm{Cov}(m,n)=\mathrm{Cov}(n,m),$$

because the product of the two deviations is symmetric.

```lean
/-- Reciprocal linkage: the derivative of `⟨n⟩` with respect to `ln b` and that of `⟨m⟩` with
respect to `ln a` both equal the covariance of `n` and `m`. -/
theorem reciprocal_linkage [Nonempty ι] {c : ι → ℝ} (n m : ι → ℕ) {a b : ℝ}
    (hc : ∀ s, 0 < c s) (ha : 0 < a) (hb : 0 < b) :
    HasDerivAt (fun y => avg c n m a (Real.exp y) (fun s => (n s : ℝ)))
      (cov c n m a b (fun s => (n s : ℝ)) (fun s => (m s : ℝ))) (Real.log b) ∧
    HasDerivAt (fun x => avg c n m (Real.exp x) b (fun s => (m s : ℝ)))
      (cov c n m a b (fun s => (n s : ℝ)) (fun s => (m s : ℝ))) (Real.log a) := by
  constructor
  · have h := hasDerivAt_avg n m hc ha (fun s => (n s : ℝ)) (Real.log b)
    rwa [Real.exp_log hb] at h
  · -- exchange the roles of the two ligands
    have h := hasDerivAt_avg m n hc hb (fun s => (m s : ℝ)) (Real.log a)
    rw [Real.exp_log ha] at h
    have e : (fun x => avg c n m (Real.exp x) b (fun s => (m s : ℝ))) =
        fun x => avg c m n b (Real.exp x) (fun s => (m s : ℝ)) :=
      funext fun x => congrFun (avg_swap c n m (Real.exp x) b) _
    rw [e]
    refine h.congr_deriv ?_
    unfold cov
    rw [avg_swap c n m a b]
    congr 1
    funext s
    ring
```

The theorem is a conjunction of two `HasDerivAt` statements with the same derivative value, one at `Real.log b` and one at `Real.log a`. `Real.exp_log` returns $e^{\ln b}$ to $b$, which requires $b>0$. In the second half, `avg_swap` carries the exchanged formula back to the original order of the ligands, and the final `ring` is the symmetry of the product.

For a finite model with activity-independent coefficients, a simulation that samples the binding states with their equilibrium probabilities $w_s/Z$ at fixed $a$ and $b$ can therefore estimate both cross-derivatives from a single run. From $T$ recorded pairs $(n_t,m_t)$ with sample means $\bar n$ and $\bar m$, the estimate is

$$\frac1T\sum_{t=1}^{T}(n_t-\bar n)(m_t-\bar m).$$

If the first ligand is the proton, then $\ln a=-(\ln 10)\,\mathrm{pH}$, and the derivative of $\langle m\rangle$ with respect to pH at fixed $b$ is $-(\ln 10)\,\mathrm{Cov}(n,m)$. When the states can be enumerated, a program can compute the covariance directly from the weights and compare it with a central difference of $\langle n\rangle$ in $\ln b$.

## A bound from the two variances

Let $\delta n_s=n_s-\langle n\rangle$ and $\delta m_s=m_s-\langle m\rangle$. The Cauchy–Schwarz inequality for the vectors $\delta n_s\sqrt{w_s}$ and $\delta m_s\sqrt{w_s}$ reads

$$\Big(\sum_s\delta n_s\,\delta m_s\,w_s\Big)^2\le\Big(\sum_s\delta n_s^2\,w_s\Big)\Big(\sum_s\delta m_s^2\,w_s\Big).$$

Dividing by $Z^2$ gives $\mathrm{Cov}(n,m)^2\le\mathrm{Var}(n)\,\mathrm{Var}(m)$.

```lean
/-- The squared covariance of the two occupation numbers is at most the product of their
variances. -/
theorem linkage_sq_le {c : ι → ℝ} (n m : ι → ℕ) {a b : ℝ}
    (hc : ∀ s, 0 < c s) (ha : 0 < a) (hb : 0 < b) :
    cov c n m a b (fun s => (n s : ℝ)) (fun s => (m s : ℝ)) ^ 2 ≤
      cov c n m a b (fun s => (n s : ℝ)) (fun s => (n s : ℝ)) *
        cov c n m a b (fun s => (m s : ℝ)) (fun s => (m s : ℝ)) := by
  have hw : ∀ s, 0 ≤ weight c n m a b s := fun s =>
    (mul_pos (mul_pos (hc s) (pow_pos ha _)) (pow_pos hb _)).le
  have key : ∀ R A B Z : ℝ, R ^ 2 ≤ A * B → (R / Z) ^ 2 ≤ A / Z * (B / Z) := by
    intro R A B Z h
    rw [div_pow, div_mul_div_comm, ← sq]
    exact div_le_div_of_nonneg_right h (sq_nonneg Z)
  -- Cauchy-Schwarz for sums weighted by the statistical weights
  refine key _ _ _ _ (Finset.sum_sq_le_sum_mul_sum_of_sq_le_mul _ ?_ ?_ ?_)
  · exact fun s _ => mul_nonneg (mul_self_nonneg _) (hw s)
  · exact fun s _ => mul_nonneg (mul_self_nonneg _) (hw s)
  · exact fun s _ => le_of_eq (by ring)
```

The library lemma used here avoids the square roots. It asks for nonnegative terms on the right and for a termwise comparison, which in this case is the equality $(\delta n_s\,\delta m_s\,w_s)^2=(\delta n_s^2w_s)(\delta m_s^2w_s)$. The statement `key` divides by $Z^2$. Since each variance is the slope of a binding curve, the bound limits the magnitude of the cross-derivative to the geometric mean of the two direct responses. For a given variance of $m$, the largest $|\mathrm{Cov}(n,m)|$ that the bound allows is proportional to the standard deviation of $n$.

## A host with one site for each ligand

Let the host have one site per ligand, with binding constants $K$ and $L$, and let a factor $\omega$ multiply the weight when both sites are filled. This factor is the Boltzmann factor of the interaction free energy between the two bound ligands, so $\omega>1$ means that they favour each other's binding. The states are pairs $(n,m)$ with entries 0 or 1, and their coefficients are

$$c_{00}=1,\qquad c_{10}=K,\qquad c_{01}=L,\qquad c_{11}=\omega KL.$$

```lean
/-- Coefficients of a host with one site for each ligand, binding constants `K` and `L`, and
a factor `ω` when both sites are filled. -/
def twoSite (K L ω : ℝ) (s : Fin 2 × Fin 2) : ℝ :=
  K ^ (s.1 : ℕ) * L ^ (s.2 : ℕ) * ω ^ ((s.1 : ℕ) * (s.2 : ℕ))
```

The exponent of $\omega$ is the product of the two occupations, which equals 1 only in the doubly bound state.

Put $p=Ka$, $q=Lb$ and $D=1+p+q+\omega pq$. The averages are

$$\langle n\rangle=\frac{p+\omega pq}{D},\qquad \langle m\rangle=\frac{q+\omega pq}{D},\qquad \langle nm\rangle=\frac{\omega pq}{D}.$$

Hence

$$\mathrm{Cov}(n,m)=\frac{\omega pq\,D-(p+\omega pq)(q+\omega pq)}{D^2}.$$

In the numerator the terms in $p^2q$, $pq^2$ and $p^2q^2$ cancel, which leaves

$$\mathrm{Cov}(n,m)=\frac{(\omega-1)\,KLab}{(1+Ka+Lb+\omega KLab)^2}.$$

```lean
/-- The covariance of the two site occupations of the two-site host in closed form. -/
theorem twoSite_cov {K L ω a b : ℝ} (hK : 0 < K) (hL : 0 < L) (hω : 0 < ω)
    (ha : 0 < a) (hb : 0 < b) :
    cov (twoSite K L ω) (fun s => (s.1 : ℕ)) (fun s => (s.2 : ℕ)) a b
      (fun s => ((s.1 : ℕ) : ℝ)) (fun s => ((s.2 : ℕ) : ℝ)) =
    (ω - 1) * (K * L * a * b) / (1 + K * a + L * b + ω * K * L * a * b) ^ 2 := by
  have hZ : partition (twoSite K L ω) (fun s => (s.1 : ℕ)) (fun s => (s.2 : ℕ)) a b =
      1 + K * a + L * b + ω * K * L * a * b := by
    simp [partition, weight, twoSite, Fintype.sum_prod_type, Fin.sum_univ_two]
    ring
  have hD : 1 + K * a + L * b + ω * K * L * a * b ≠ 0 := by positivity
  -- averages over the four states
  have h : ∀ f : Fin 2 × Fin 2 → ℝ,
      avg (twoSite K L ω) (fun s => (s.1 : ℕ)) (fun s => (s.2 : ℕ)) a b f =
      (f (0, 0) + f (1, 0) * (K * a) + f (0, 1) * (L * b) + f (1, 1) * (ω * K * L * a * b)) /
        (1 + K * a + L * b + ω * K * L * a * b) := by
    intro f
    unfold avg
    rw [hZ]
    congr 1
    simp [weight, twoSite, Fintype.sum_prod_type, Fin.sum_univ_two]
    ring
  have key : ∀ P Q R D : ℝ, D ≠ 0 →
      P / D - Q / D * (R / D) = (P * D - Q * R) / D ^ 2 := by
    intro P Q R D hD
    field_simp
  rw [cov_eq (by rw [hZ]; exact hD), h, h, h, key _ _ _ _ hD]
  congr 1
  simp
  ring
```

In the proof, `hZ` evaluates the partition function and `h` writes the average of an arbitrary observable as a sum over the four states. After `cov_eq` and a common denominator, `ring` performs the cancellation.

For positive $K,L,\omega,a,b$ the factor multiplying $\omega-1$ is positive. The covariance is therefore positive exactly when $\omega>1$ and zero exactly when $\omega=1$, which leaves negative values for $0<\omega<1$.

```lean
/-- In the two-site host the covariance of the occupations is positive exactly when `ω > 1`,
and it vanishes exactly when `ω = 1`. -/
theorem twoSite_cov_sign {K L ω a b : ℝ} (hK : 0 < K) (hL : 0 < L) (hω : 0 < ω)
    (ha : 0 < a) (hb : 0 < b) :
    (0 < cov (twoSite K L ω) (fun s => (s.1 : ℕ)) (fun s => (s.2 : ℕ)) a b
      (fun s => ((s.1 : ℕ) : ℝ)) (fun s => ((s.2 : ℕ) : ℝ)) ↔ 1 < ω) ∧
    (cov (twoSite K L ω) (fun s => (s.1 : ℕ)) (fun s => (s.2 : ℕ)) a b
      (fun s => ((s.1 : ℕ) : ℝ)) (fun s => ((s.2 : ℕ) : ℝ)) = 0 ↔ ω = 1) := by
  have hp : 0 < K * L * a * b / (1 + K * a + L * b + ω * K * L * a * b) ^ 2 := by positivity
  rw [twoSite_cov hK hL hω ha hb, mul_div_assoc]
  constructor
  · rw [mul_pos_iff_of_pos_right hp, sub_pos]
  · rw [mul_eq_zero, or_iff_left hp.ne', sub_eq_zero]

end

end LinkedBinding
```

The positive factor is `hp`, and each equivalence follows by removing it from the product. Combined with reciprocity, the sign says that in this four-state host each ligand promotes the binding of the other when $\omega>1$, and each hinders the other when $\omega<1$. Strict mutual exclusion, $\omega=0$, lies outside the hypotheses of the two-site formula, but the general reciprocity theorem covers it if the doubly bound state is left out of the set of states.

```lean
#print axioms LinkedBinding.reciprocal_linkage
#print axioms LinkedBinding.linkage_sq_le
#print axioms LinkedBinding.twoSite_cov_sign
```

```
'LinkedBinding.reciprocal_linkage' depends on axioms: [propext, Classical.choice, Quot.sound]
'LinkedBinding.linkage_sq_le' depends on axioms: [propext, Classical.choice, Quot.sound]
'LinkedBinding.twoSite_cov_sign' depends on axioms: [propext, Classical.choice, Quot.sound]
```
